# The acceleration form of velocity matrix elements in a hard-walled box, with its wall forces

## Force and velocity between two walls

A particle of unit mass moves on the interval \([a,b]\) between two impenetrable walls, in a real potential \(V\) with continuous derivative \(V'\). Units are chosen with \(\hbar=1\). Let \(u\) and \(v\) be real solutions of

\[
-\tfrac12u''+Vu=Eu,\qquad -\tfrac12v''+Vv=Fv,
\]

both zero at \(a\) and at \(b\). The letter \(F\) is an energy, not a force. An optical transition between the two states in velocity gauge involves \(\langle u|p|v\rangle=-i\int_a^b uv'\,dx\), so the quantity of interest is the real integral \(\int_a^b uv'\,dx\).

The commutator \([p,H]=-iV'\) suggests the acceleration form \((E-F)\int uv'=-\int V'uv\). Between hard walls this is incomplete, because \(v'\) does not vanish at either wall unless \(v\) is identically zero, and so \(pv\) violates the boundary conditions on which \(H\) is symmetric. The full identity is

\[
(E-F)\int_a^b uv'\,dx=-\int_a^b V'uv\,dx-\tfrac12\bigl(u'(b)v'(b)-u'(a)v'(a)\bigr).
\]

The last term is the matrix element of the force exerted by the walls.

## Derivation from a local momentum balance

Write the equations as \(u''=2(V-E)u\) and \(v''=2(V-F)v\), and differentiate \(\tfrac12u'v'-(V-F)uv\):

\[
\begin{aligned}
&\tfrac12u''v'+\tfrac12u'v''-V'uv-(V-F)(u'v+uv')\\
&=(V-E)uv'+(V-F)u'v-V'uv-(V-F)u'v-(V-F)uv'\\
&=(F-E)uv'-V'uv.
\end{aligned}
\]

Integrate from \(a\) to \(b\). Since \(u\) vanishes at both walls, the term \((V-F)uv\) contributes nothing there, and

\[
(F-E)\int_a^b uv'\,dx-\int_a^b V'uv\,dx=\tfrac12\bigl(u'(b)v'(b)-u'(a)v'(a)\bigr).
\]

A change of sign gives the identity. The form without wall forces therefore holds exactly when \(u'(b)v'(b)=u'(a)v'(a)\).

For \(v=u\) and \(F=E\) the left side of the identity is zero, so

\[
-\int_a^b V'u^2\,dx=\tfrac12\bigl(u'(b)^2-u'(a)^2\bigr).
\]

For normalised \(u\), this says that the mean force of the potential balances the mean force of the walls.

Orthogonality follows from the Wronskian: \((uv'-u'v)'=uv''-u''v=2(E-F)uv\). The Wronskian vanishes at both walls, hence \(\int uv=0\) if \(E\ne F\). In a uniform field, \(V=V_0+fx\), the potential term is \(-f\int uv=0\), and only the walls contribute.

For \(V=0\) on \([0,\pi]\), take \(u=\sin mx\) and \(v=\sin nx\), with energies \(m^2/2\) and \(n^2/2\). The slopes are \(m,n\) at the left wall and \(m(-1)^m,n(-1)^n\) at the right one, so

\[
\frac{m^2-n^2}{2}\int_0^\pi uv'\,dx=\frac{mn\,(1-(-1)^{m+n})}{2}.
\]

For \(m=1,n=2\) the integral is \(-4/3\). With each mode normalised by \(\sqrt{2/\pi}\) it becomes \(-8/(3\pi)\), although \(V'=0\) throughout the box.

Some vanishing at the walls is needed. On \([0,\pi]\) with \(V=0\), the functions \(u=1\) and \(v=\cos x\) solve the equations with \(E=0\) and \(F=\tfrac12\), but neither vanishes at either wall. The left side of the identity is then \(1\) and the right side is \(0\).

## Wall slopes in a biased quantum well

Consider one electron in a one-dimensional well with infinite barriers and a uniform bias field, in units in which its (constant) effective mass is 1. A diagonalisation with the three-point finite-difference formula on points \(x_0=a,\dots,x_N=b\) with spacing \(h\) returns vectors \(u_j,v_j\) that are zero at \(j=0,N\). Let them be scaled so that \(h\sum_j u_j^2=h\sum_j v_j^2=1\); vectors returned with unit Euclidean norm must first be divided by \(\sqrt h\). Because \(u''=2(V-E)u\) vanishes at the walls, \(u_1/h\) and \(-u_{N-1}/h\) approximate the wall slopes with an error of order \(h^2\), and likewise for \(v\). The velocity integral between two different levels is then approximately

\[
\int_a^b uv'\,dx\approx-\frac{u_{N-1}v_{N-1}-u_1v_1}{2h^2(E-F)}.
\]

If the potential in the well is not linear but has a continuous derivative, the quadrature of \(-V'uv\), divided by \(E-F\), is added. A potential with steps inside the well is not covered, because the force at a step is missing from this quadrature.

## Box states in Lean

```lean
import Mathlib

open Set

namespace AccelerationFormWallForces

/-- A real solution `u` of `-u''/2 + V u = E u` on the box `[a, b]` that vanishes at both walls.
The function `du` is its derivative, and the equation is written as `u'' = 2 (V - E) u`. -/
structure IsBoxState (V : ℝ → ℝ) (a b E : ℝ) (u du : ℝ → ℝ) : Prop where
  deriv : ∀ x ∈ Icc a b, HasDerivWithinAt u (du x) (Icc a b) x
  schrodinger : ∀ x ∈ Icc a b, HasDerivWithinAt du (2 * (V x - E) * u x) (Icc a b) x
  left : u a = 0
  right : u b = 0
```

`IsBoxState V a b E u du` says that `u` solves the Schrödinger equation with energy `E` and vanishes at both walls. The names `du`, `dv` and, below, `dV` stand for the functions \(u',v',V'\), not for differentials. `HasDerivWithinAt` on `Icc a b` takes derivatives inside the closed interval, hence one-sided at the walls, and values outside the box play no role.

Neither normalisation nor \(u\neq0\) is required; both sides of the identity scale alike with \(u\) and with \(v\). The existence of eigenfunctions for a given \(V\) is not claimed. The model has one particle, one dimension and strictly impenetrable walls. A real barrier is finite and steep, and the step from its force \(-V'\) to the slope term at a hard wall is a limit that the hypotheses leave out.

## Integrating the balance over the box

```lean
variable {V dV u du v dv : ℝ → ℝ} {a b E F : ℝ}

/-- The integral over `[a, b]` of a continuous derivative is the difference of the boundary
values; one-sided derivatives suffice at the ends. -/
theorem integral_of_deriv_within {f g : ℝ → ℝ} (hab : a ≤ b)
    (hf : ∀ x ∈ Icc a b, HasDerivWithinAt f (g x) (Icc a b) x)
    (hg : ContinuousOn g (Icc a b)) : (∫ x in a..b, g x) = f b - f a :=
  intervalIntegral.integral_eq_sub_of_hasDerivAt_of_le hab
    (fun x hx => (hf x hx).continuousWithinAt)
    (fun x hx => (hf x (Ioo_subset_Icc_self hx)).hasDerivAt (Icc_mem_nhds hx.1 hx.2))
    (hg.intervalIntegrable_of_Icc hab)
```

This is the fundamental theorem of calculus in the form needed here: two-sided derivatives in the interior, continuity up to the ends, and an integrable derivative.

```lean
/-- Local momentum balance: for two box states and a differentiable potential, the quantity
`u' v' / 2 - (V - F) u v` has derivative `(F - E) u v' - V' u v`. -/
theorem local_momentum_balance (hu : IsBoxState V a b E u du) (hv : IsBoxState V a b F v dv)
    {x : ℝ} (hx : x ∈ Icc a b) (hV : HasDerivWithinAt V (dV x) (Icc a b) x) :
    HasDerivWithinAt (fun y => du y * dv y / 2 - (V y - F) * u y * v y)
      ((F - E) * (u x * dv x) - dV x * u x * v x) (Icc a b) x := by
  have h := (((hu.schrodinger x hx).mul (hv.schrodinger x hx)).div_const 2).sub
    (((hV.sub_const F).mul (hu.deriv x hx)).mul (hv.deriv x hx))
  refine h.congr_deriv ?_
  simp only [Pi.mul_apply]
  ring
```

The product rule is applied to \(\tfrac12u'v'\) and to \((V-F)uv\), with the second derivatives supplied by the field `schrodinger`. The tactic `ring` then carries out the cancellation shown above. No third derivative of a wave function appears.

```lean
/-- Acceleration form with wall forces: for a C¹ potential on `[a, b]` and two box states with
energies `E` and `F`, `(E - F) ∫ u v'` equals `-∫ V' u v` minus half the difference of `u' v'`
between the right and the left wall. -/
theorem acceleration_form (hab : a ≤ b)
    (hu : IsBoxState V a b E u du) (hv : IsBoxState V a b F v dv)
    (hV : ∀ x ∈ Icc a b, HasDerivWithinAt V (dV x) (Icc a b) x)
    (hdV : ContinuousOn dV (Icc a b)) :
    (E - F) * (∫ x in a..b, u x * dv x) =
      -(∫ x in a..b, dV x * u x * v x) - (du b * dv b - du a * dv a) / 2 := by
  have cu : ContinuousOn u (Icc a b) := fun x hx => (hu.deriv x hx).continuousWithinAt
  have cv : ContinuousOn v (Icc a b) := fun x hx => (hv.deriv x hx).continuousWithinAt
  have cdv : ContinuousOn dv (Icc a b) := fun x hx => (hv.schrodinger x hx).continuousWithinAt
  have c1 : ContinuousOn (fun x => (F - E) * (u x * dv x)) (Icc a b) :=
    continuousOn_const.mul (cu.mul cdv)
  have c2 : ContinuousOn (fun x => dV x * u x * v x) (Icc a b) := (hdV.mul cu).mul cv
  -- integrate the local balance over the box
  have key : (∫ x in a..b, ((F - E) * (u x * dv x) - dV x * u x * v x)) =
      (du b * dv b / 2 - (V b - F) * u b * v b) -
        (du a * dv a / 2 - (V a - F) * u a * v a) :=
    integral_of_deriv_within (f := fun y => du y * dv y / 2 - (V y - F) * u y * v y) hab
      (fun x hx => local_momentum_balance hu hv hx (hV x hx)) (c1.sub c2)
  rw [intervalIntegral.integral_sub (c1.intervalIntegrable_of_Icc hab)
    (c2.intervalIntegrable_of_Icc hab), intervalIntegral.integral_const_mul] at key
  -- the wall conditions remove the potential from the boundary terms
  rw [hu.left, hu.right] at key
  linear_combination (-1 : ℝ) * key
```

The assumptions `hV` and `hdV` together say that \(V\) is continuously differentiable on the box. The case \(a=b\) is allowed, and both sides are then zero. The first lines collect the continuity that makes each integrand integrable. `key` is the integrated balance, which is split into its two integrals. Rewriting with `hu.left` and `hu.right` removes the potential from the boundary terms, and the final line changes the sign.

## When the wall term vanishes, and the balance in one state

```lean
/-- For a C¹ potential and two box states, the acceleration form without wall forces holds
exactly when the product `u' v'` has the same value at both walls. -/
theorem bare_acceleration_form_iff (hab : a ≤ b)
    (hu : IsBoxState V a b E u du) (hv : IsBoxState V a b F v dv)
    (hV : ∀ x ∈ Icc a b, HasDerivWithinAt V (dV x) (Icc a b) x)
    (hdV : ContinuousOn dV (Icc a b)) :
    (E - F) * (∫ x in a..b, u x * dv x) = -(∫ x in a..b, dV x * u x * v x) ↔
      du b * dv b = du a * dv a := by
  have h := acceleration_form hab hu hv hV hdV
  constructor <;> intro h' <;> linarith
```

Both directions follow from the full identity by linear arithmetic.

```lean
/-- Force balance in one box state of a C¹ potential: the integral of `-V' u²` equals half the
difference of `u'²` between the right and the left wall. -/
theorem mean_force_balance (hab : a ≤ b) (hu : IsBoxState V a b E u du)
    (hV : ∀ x ∈ Icc a b, HasDerivWithinAt V (dV x) (Icc a b) x)
    (hdV : ContinuousOn dV (Icc a b)) :
    -(∫ x in a..b, dV x * u x * u x) = (du b ^ 2 - du a ^ 2) / 2 := by
  have h := acceleration_form hab hu hu hV hdV
  rw [sub_self, zero_mul] at h
  linear_combination -h
```

Here the identity is applied to `hu` twice, so the energy difference is zero.

## Orthogonality and the uniform field

```lean
/-- Two box states of the same potential with different energies are orthogonal. -/
theorem orthogonal_of_ne (hab : a ≤ b) (hu : IsBoxState V a b E u du)
    (hv : IsBoxState V a b F v dv) (hEF : E ≠ F) : (∫ x in a..b, u x * v x) = 0 := by
  have cu : ContinuousOn u (Icc a b) := fun x hx => (hu.deriv x hx).continuousWithinAt
  have cv : ContinuousOn v (Icc a b) := fun x hx => (hv.deriv x hx).continuousWithinAt
  -- the Wronskian has derivative 2 (E - F) u v and vanishes at both walls
  have key : (∫ x in a..b, 2 * (E - F) * (u x * v x)) =
      (u b * dv b - du b * v b) - (u a * dv a - du a * v a) := by
    refine integral_of_deriv_within (f := fun y => u y * dv y - du y * v y) hab
      (fun x hx => ?_) (continuousOn_const.mul (cu.mul cv))
    have h := ((hu.deriv x hx).mul (hv.schrodinger x hx)).sub
      ((hu.schrodinger x hx).mul (hv.deriv x hx))
    exact h.congr_deriv (by ring)
  rw [intervalIntegral.integral_const_mul, hu.left, hu.right, hv.left, hv.right] at key
  have h0 : 2 * (E - F) * (∫ x in a..b, u x * v x) = 0 := by linear_combination key
  exact (mul_eq_zero.mp h0).resolve_left (mul_ne_zero two_ne_zero (sub_ne_zero.mpr hEF))
```

`key` integrates the derivative of the Wronskian, and the four wall conditions make its right side zero. Since \(2(E-F)\neq0\), the overlap integral must vanish. Differentiability of \(V\) is not assumed here, because \(V\) cancels from the derivative. A potential with a step at a point where \(u\neq0\) is still excluded, since `IsBoxState` asks for \(u''\) at every point and a derivative cannot jump.

```lean
/-- In a box with a uniform field, `V = V₀ + f x`, the velocity matrix element between states of
different energies is given by the wall forces alone. -/
theorem uniform_field_only_walls {V₀ f : ℝ} (hab : a ≤ b)
    (hu : IsBoxState (fun x => V₀ + f * x) a b E u du)
    (hv : IsBoxState (fun x => V₀ + f * x) a b F v dv) (hEF : E ≠ F) :
    (E - F) * (∫ x in a..b, u x * dv x) = -(du b * dv b - du a * dv a) / 2 := by
  have h := acceleration_form (dV := fun _ => f) hab hu hv
    (fun x _ => ((((hasDerivAt_id x).const_mul f).const_add V₀).congr_deriv
      (mul_one f)).hasDerivWithinAt) continuousOn_const
  simp only [mul_assoc, intervalIntegral.integral_const_mul,
    orthogonal_of_ne hab hu hv hEF, mul_zero] at h
  linear_combination h
```

In this theorem `f` is the slope of the potential, so the force of the field is \(-f\). The constant derivative is pulled out of the integral and orthogonality removes the term. The condition `hEF` matters: for \(u=v\neq0\) on a box with \(a<b\) and \(f\neq0\), the left side is zero while the wall term equals \(f\int u^2\neq0\).

## The empty box

```lean
/-- The function `sin (n x)` is a box state on `[0, π]` with zero potential and
energy `n² / 2`. -/
theorem isBoxState_witness (n : ℕ) :
    IsBoxState (fun _ => 0) 0 Real.pi ((n : ℝ) ^ 2 / 2)
      (fun x => Real.sin (n * x)) (fun x => n * Real.cos (n * x)) := by
  have hlin : ∀ x : ℝ, HasDerivAt (fun y : ℝ => (n : ℝ) * y) (n : ℝ) x := fun x =>
    ((hasDerivAt_id x).const_mul (n : ℝ)).congr_deriv (mul_one _)
  refine ⟨fun x _ => ?_, fun x _ => ?_, ?_, ?_⟩
  · exact ((hlin x).sin.congr_deriv (by ring)).hasDerivWithinAt
  · exact (((hlin x).cos.const_mul (n : ℝ)).congr_deriv (by ring)).hasDerivWithinAt
  · simp only [mul_zero, Real.sin_zero]
  · exact Real.sin_nat_mul_pi n
```

The four fields of `IsBoxState` are checked in turn: two derivatives by the chain rule, then the values at \(0\) and \(\pi\). For \(n=0\) the function is identically zero, which satisfies the definition but is not a physical state.

```lean
/-- For the modes `sin (m x)` and `sin (n x)` of the empty box `[0, π]`, the energy difference
times the velocity integral is `m n (1 - (-1)^(m+n)) / 2`, although `V' = 0`. -/
theorem empty_box_velocity (m n : ℕ) :
    ((m : ℝ) ^ 2 / 2 - (n : ℝ) ^ 2 / 2) *
        (∫ x in (0 : ℝ)..Real.pi, Real.sin (m * x) * (n * Real.cos (n * x))) =
      m * n * (1 - (-1) ^ (m + n)) / 2 := by
  have h := acceleration_form (dV := fun _ => 0) Real.pi_pos.le
    (isBoxState_witness m) (isBoxState_witness n)
    (fun x _ => (hasDerivAt_const x (0 : ℝ)).hasDerivWithinAt) continuousOn_const
  simp only [zero_mul, intervalIntegral.integral_zero, mul_zero, Real.cos_zero,
    Real.cos_nat_mul_pi] at h
  rw [pow_add]
  linear_combination h

end AccelerationFormWallForces
```

The general identity is used with `dV` equal to zero, and \(\cos n\pi=(-1)^n\) evaluates the slopes at the right wall. The statement keeps the energy difference as a factor, so it also holds for \(m=n\), where both sides are zero. When \(m\) and \(n\) are positive and of opposite parity the right side is \(mn\), and the whole velocity element comes from the walls.

```lean
#print axioms AccelerationFormWallForces.bare_acceleration_form_iff
#print axioms AccelerationFormWallForces.mean_force_balance
#print axioms AccelerationFormWallForces.uniform_field_only_walls
#print axioms AccelerationFormWallForces.empty_box_velocity
```

```
'AccelerationFormWallForces.bare_acceleration_form_iff' depends on axioms: [propext, Classical.choice, Quot.sound]
'AccelerationFormWallForces.mean_force_balance' depends on axioms: [propext, Classical.choice, Quot.sound]
'AccelerationFormWallForces.uniform_field_only_walls' depends on axioms: [propext, Classical.choice, Quot.sound]
'AccelerationFormWallForces.empty_box_velocity' depends on axioms: [propext, Classical.choice, Quot.sound]
```
